# Symmetric Transfer Matrices of the Ising Chain Commute Exactly When \(e^{2K}\sinh h\) Agrees

In a magnetic field, the transfer matrix of an Ising chain depends on how the field terms are assigned to the bonds. Here each bond has a reduced coupling \(K\) and a reduced field \(h\), and the field is shared equally between its two spins. With this rule the matrices of two bonds \((K,h)\) and \((L,g)\), all four parameters real, commute if and only if \(e^{2K}\sinh h=e^{2L}\sinh g\).

```lean
import Mathlib

open Matrix

namespace IsingCommutingTransfer

noncomputable section

/-- The two values `+1` and `-1` of an Ising spin. -/
def spin : Fin 2 → ℝ := ![1, -1]

/-- The transfer matrix of an Ising bond with reduced coupling `K` and reduced field `h`. -/
def transferMatrix (K h : ℝ) : Matrix (Fin 2) (Fin 2) ℝ :=
  !![Real.exp (K + h), Real.exp (-K); Real.exp (-K), Real.exp (K - h)]

/-- The combination `exp(2K) sinh h` of coupling and field. -/
def fieldInvariant (K h : ℝ) : ℝ := Real.exp (2 * K) * Real.sinh h

/-- The ordered product of the transfer matrices of a chain whose bonds have the
couplings and fields `(K, h)` listed in `bonds`. -/
def chainMatrix (bonds : List (ℝ × ℝ)) : Matrix (Fin 2) (Fin 2) ℝ :=
  (bonds.map fun p => transferMatrix p.1 p.2).prod

/-- The entries of the transfer matrix are the Boltzmann weights of a bond, with the field
shared equally between its two spins. -/
theorem transferMatrix_apply (K h : ℝ) (i j : Fin 2) :
    transferMatrix K h i j =
      Real.exp (K * spin i * spin j + h * (spin i + spin j) / 2) := by
  fin_cases i <;> fin_cases j <;> simp [transferMatrix, spin] <;> ring

/-- The transfer matrix is a multiple of the identity plus a multiple of a traceless matrix
that depends on coupling and field only through `exp(2K) sinh h`. -/
theorem transferMatrix_decomposition (K h : ℝ) :
    transferMatrix K h = (Real.exp K * Real.cosh h) • (1 : Matrix (Fin 2) (Fin 2) ℝ) +
      Real.exp (-K) • !![fieldInvariant K h, 1; 1, -fieldInvariant K h] := by
  have e : Real.exp (-K) * Real.exp (2 * K) = Real.exp K := by
    rw [← Real.exp_add]
    congr 1
    ring
  -- the two diagonal weights in terms of cosh h and sinh h
  have hp : Real.exp (K + h) =
      Real.exp K * Real.cosh h + Real.exp (-K) * (Real.exp (2 * K) * Real.sinh h) := by
    rw [Real.exp_add, ← Real.cosh_add_sinh h]
    linear_combination (-(Real.sinh h)) * e
  have hm : Real.exp (K - h) =
      Real.exp K * Real.cosh h - Real.exp (-K) * (Real.exp (2 * K) * Real.sinh h) := by
    rw [sub_eq_add_neg K h, Real.exp_add, ← Real.cosh_sub_sinh h]
    linear_combination Real.sinh h * e
  ext i j
  fin_cases i <;> fin_cases j <;> simp [transferMatrix, fieldInvariant, hp, hm]
  ring

/-- The commutator of two transfer matrices is a fixed antisymmetric matrix times the
difference of their values of `exp(2K) sinh h`, with a positive prefactor. -/
theorem transferMatrix_commutator (K h L g : ℝ) :
    transferMatrix K h * transferMatrix L g - transferMatrix L g * transferMatrix K h =
      (2 * Real.exp (-K) * Real.exp (-L) * (fieldInvariant K h - fieldInvariant L g)) •
        !![0, 1; -1, 0] := by
  rw [transferMatrix_decomposition K h, transferMatrix_decomposition L g]
  ext i j
  fin_cases i <;> fin_cases j <;> simp [Matrix.mul_apply, Fin.sum_univ_two] <;> ring

/-- Two Ising transfer matrices commute if and only if `exp(2K) sinh h` has the same value
for both. -/
theorem transferMatrix_commute_iff (K h L g : ℝ) :
    Commute (transferMatrix K h) (transferMatrix L g) ↔
      Real.exp (2 * K) * Real.sinh h = Real.exp (2 * L) * Real.sinh g := by
  change _ ↔ fieldInvariant K h = fieldInvariant L g
  have hcomm := transferMatrix_commutator K h L g
  constructor
  · intro hc
    rw [hc.eq, sub_self] at hcomm
    -- read off the upper right entry of the commutator
    have h1 := congrFun (congrFun hcomm 0) 1
    have h2 : 0 = 2 * Real.exp (-K) * Real.exp (-L) *
        (fieldInvariant K h - fieldInvariant L g) := by
      simpa using h1
    have hne : 2 * Real.exp (-K) * Real.exp (-L) ≠ 0 := by positivity
    exact sub_eq_zero.mp ((mul_eq_zero.mp h2.symm).resolve_left hne)
  · intro e
    rw [e, sub_self, mul_zero, zero_smul] at hcomm
    exact sub_eq_zero.mp hcomm

/-- For a given transfer matrix and any second coupling `L` there is exactly one field `g`
for which the two transfer matrices commute. -/
theorem existsUnique_commuting_field (K h L : ℝ) :
    ∃! g : ℝ, Commute (transferMatrix K h) (transferMatrix L g) := by
  refine ⟨Real.arsinh (Real.exp (2 * K) * Real.sinh h / Real.exp (2 * L)), ?_, ?_⟩
  · refine (transferMatrix_commute_iff _ _ _ _).mpr ?_
    rw [Real.sinh_arsinh]
    field_simp
  · intro g hg
    have e := (transferMatrix_commute_iff K h L g).mp hg
    rw [e, mul_div_cancel_left₀ _ (Real.exp_ne_zero _), Real.arsinh_sinh]

/-- A transfer matrix in zero field commutes with another one if and only if the field of
the other one vanishes too. -/
theorem zero_field_commute_iff (K L g : ℝ) :
    Commute (transferMatrix K 0) (transferMatrix L g) ↔ g = 0 := by
  rw [transferMatrix_commute_iff, Real.sinh_zero, mul_zero]
  constructor
  · intro e
    exact Real.sinh_eq_zero.mp ((mul_eq_zero.mp e.symm).resolve_left (Real.exp_ne_zero _))
  · rintro rfl
    simp

/-- If all bonds of an inhomogeneous chain share one value of `exp(2K) sinh h`, the product
of their transfer matrices does not depend on the order of the bonds. -/
theorem chainMatrix_perm {bonds bonds' : List (ℝ × ℝ)} (κ : ℝ)
    (hκ : ∀ p ∈ bonds, fieldInvariant p.1 p.2 = κ) (hperm : bonds.Perm bonds') :
    chainMatrix bonds = chainMatrix bonds' := by
  induction hperm with
  | nil => rfl
  | cons x _ ih =>
    have h1 := ih fun p hp => hκ p (List.mem_cons_of_mem _ hp)
    simp only [chainMatrix, List.map_cons, List.prod_cons] at h1 ⊢
    rw [h1]
  | swap x y l =>
    -- neighbouring bonds may be exchanged because their matrices commute
    have c : Commute (transferMatrix x.1 x.2) (transferMatrix y.1 y.2) :=
      (transferMatrix_commute_iff _ _ _ _).mpr
        ((hκ x (by simp)).trans (hκ y (by simp)).symm)
    simp only [chainMatrix, List.map_cons, List.prod_cons]
    rw [← mul_assoc, ← mul_assoc, c.eq]
  | trans h1 _ ih1 ih2 =>
    exact (ih1 hκ).trans (ih2 fun p hp => hκ p (h1.mem_iff.mpr hp))

end

end IsingCommutingTransfer
```

```lean
#print axioms IsingCommutingTransfer.transferMatrix_commute_iff
#print axioms IsingCommutingTransfer.existsUnique_commuting_field
#print axioms IsingCommutingTransfer.zero_field_commute_iff
#print axioms IsingCommutingTransfer.chainMatrix_perm
```

```
'IsingCommutingTransfer.transferMatrix_commute_iff' depends on axioms: [propext, Classical.choice, Quot.sound]
'IsingCommutingTransfer.existsUnique_commuting_field' depends on axioms: [propext, Classical.choice, Quot.sound]
'IsingCommutingTransfer.zero_field_commute_iff' depends on axioms: [propext, Classical.choice, Quot.sound]
'IsingCommutingTransfer.chainMatrix_perm' depends on axioms: [propext, Classical.choice, Quot.sound]
```

## The Boltzmann weight of one bond

Let \(s\) and \(s'\) be the two spins of a bond, each equal to \(+1\) or \(-1\). The weight of the bond is

\[
\exp\!\Big(K s s' + \tfrac{h}{2}(s+s')\Big),
\]

where \(K\) and \(h\) are the coupling energy and the field energy divided by \(k_BT\). Writing the four weights as a matrix, with \(+1\) first, gives

\[
T(K,h)=\begin{pmatrix} e^{K+h} & e^{-K}\\ e^{-K} & e^{K-h}\end{pmatrix}.
\]

In Lean this matrix is `transferMatrix K h`. Its rows and columns are indexed by `Fin 2`, and `spin` translates index 0 into \(+1\) and index 1 into \(-1\). The theorem `transferMatrix_apply` confirms that the explicit entries are the Boltzmann weights above; its proof checks the four cases. No sign is imposed on \(K\), so ferromagnetic and antiferromagnetic bonds are both included.

The equal division of the field matters for the criterion. If the whole field term \(hs\) were placed on the first spin, the two off-diagonal entries would have the ratio \(e^{2h}\), and two such matrices could commute only if their fields were equal.

## What is stated about bonds and chains

The combination

\[
\kappa(K,h)=e^{2K}\sinh h
\]

is called `fieldInvariant K h` in the file. The main theorem, `transferMatrix_commute_iff`, says that `Commute (transferMatrix K h) (transferMatrix L g)`, which means that the two matrix products in either order are equal, holds exactly when the two values of \(\kappa\) are equal.

Two statements about the field follow. By `existsUnique_commuting_field`, once \(K\), \(h\) and a second coupling \(L\) are given, exactly one real field \(g\) makes the matrices commute. By `zero_field_commute_iff`, a matrix in zero field commutes with \(T(L,g)\) only if \(g=0\), and then it does so for every \(L\).

The last theorem concerns an inhomogeneous chain. A list of pairs \((K_1,h_1),\dots,(K_N,h_N)\) describes its bonds, and `chainMatrix` is the ordered product \(T(K_1,h_1)\cdots T(K_N,h_N)\). For \(N\ge 1\), an entry of this product is the partition function of an open chain with its two end spins fixed, and the trace is the partition function of the closed ring. For the empty list the product is the identity matrix.

The theorem `chainMatrix_perm` assumes that every bond in the list has the same value \(\kappa\), and concludes that any rearrangement of the list gives the same product. Physically, the hypothesis says that the field of each bond is tuned to its coupling, \(h_i=\operatorname{arsinh}(\kappa e^{-2K_i})\). In zero field it is satisfied with \(\kappa=0\) for arbitrary couplings. In a nonzero field, bonds with different couplings need different fields, and because \(K_i\) and \(h_i\) both contain the temperature, a tuning made at one temperature will in general fail at another.

The fields \(h_i\) belong to bonds and not to sites. An interior spin between bonds \(i\) and \(i+1\) feels the field \((h_i+h_{i+1})/2\), while the end spins of an open chain feel \(h_1/2\) and \(h_N/2\). A permutation of the bonds therefore moves the couplings and can also change the fields at individual sites.

All of this is about the \(2\times2\) matrices of a one-dimensional classical chain with nearest-neighbour coupling. The commuting row-to-row transfer matrices used to solve two-dimensional lattice models are much larger objects, and the theorems say nothing about them.

## Only the traceless part can fail to commute

Start from the diagonal entries. Since \(e^{\pm h}=\cosh h\pm\sinh h\),

\[
e^{K\pm h}=e^K\cosh h\pm e^K\sinh h
= e^K\cosh h\pm e^{-K}\kappa(K,h),
\]

where the last step uses \(e^K=e^{-K}e^{2K}\). The off-diagonal entries are \(e^{-K}\). Hence

\[
T(K,h)=e^K\cosh h\,\mathbf 1+e^{-K}M(\kappa),\qquad
M(\kappa)=\begin{pmatrix}\kappa&1\\1&-\kappa\end{pmatrix}.
\]

This is `transferMatrix_decomposition`. In its proof, `e` is the identity \(e^{-K}e^{2K}=e^K\), and `hp` and `hm` are the two diagonal formulas. For each of them the tactic `linear_combination` is given the required multiple of `e` and checks the remaining algebra, after which the matrix equation is checked entry by entry.

Now write \(\kappa=\kappa(K,h)\) and \(\kappa'=\kappa(L,g)\). The identity commutes with everything, so only the product of the two traceless parts contributes to the commutator. Direct multiplication gives

\[
M(\kappa)M(\kappa')=
\begin{pmatrix}\kappa\kappa'+1&\kappa-\kappa'\\ \kappa'-\kappa&\kappa\kappa'+1\end{pmatrix}.
\]

Exchanging \(\kappa\) and \(\kappa'\) leaves the diagonal alone and reverses the sign of the off-diagonal entries. Subtracting the two products yields

\[
[T(K,h),T(L,g)]=2e^{-K}e^{-L}(\kappa-\kappa')
\begin{pmatrix}0&1\\-1&0\end{pmatrix}.
\]

The theorem `transferMatrix_commutator` states this exact formula. Lean rewrites both matrices by the decomposition, expands the products over the two indices, and leaves the polynomial identities to `ring`.

The criterion can be read off from the upper right entry. If the matrices commute, then

\[
0=2e^{-K}e^{-L}(\kappa-\kappa').
\]

The exponentials are positive, so \(\kappa=\kappa'\). Conversely, if \(\kappa=\kappa'\), the right-hand side of the commutator formula is zero and the matrices commute. The two branches of `transferMatrix_commute_iff` follow this argument. In the first, `congrFun` extracts the entry with row 0 and column 1, and `positivity` shows that the prefactor is nonzero. In the second, the equality is substituted into the commutator formula.

## One commuting field for each coupling

For given \(K\), \(h\) and \(L\), the condition on \(g\) is

\[
\sinh g=e^{2(K-L)}\sinh h.
\]

The hyperbolic sine is a bijection of the real line, so the only solution is

\[
g=\operatorname{arsinh}\!\big(e^{2(K-L)}\sinh h\big).
\]

In `existsUnique_commuting_field` this value is supplied explicitly, with the exponential factor written as a quotient. The identity \(\sinh(\operatorname{arsinh}x)=x\) shows that it works, and \(\operatorname{arsinh}(\sinh g)=g\) shows that any other commuting field equals it.

If \(h=0\), the condition becomes \(0=e^{2L}\sinh g\). The exponential is nonzero, so \(\sinh g=0\) and \(g=0\). Conversely, \(g=0\) satisfies the condition. This is the proof of `zero_field_commute_iff`.

## Rearranging a chain by exchanging neighbours

Suppose that all bonds of a chain share one value of \(\kappa\). Any two of their matrices then commute. If \(A\) and \(B\) belong to neighbouring bonds and \(P\) is the product of the matrices to their right, then

\[
A(BP)=(AB)P=(BA)P=B(AP).
\]

Multiplying by the unchanged matrices to the left preserves the equality, so an exchange of neighbours does not alter the product. Every permutation of a finite list can be built from such exchanges, and the product is therefore the same for every order.

The Lean proof is an induction on `hperm`, the evidence that one list is a permutation of the other. It has four cases:

- `nil` compares two empty lists.
- `cons` keeps the first bond and applies the induction hypothesis to the remaining ones.
- `swap` exchanges the first two bonds, using the commutation criterion and associativity as in the display above.
- `trans` joins two successive rearrangements. Here `h1.mem_iff` transfers the condition of equal \(\kappa\) to the intermediate list, which has the same members as the original one.

## One set of eigenvectors for the whole chain

In a calculation, the decomposition allows a chain with common \(\kappa\) to be diagonalised once. Since \(M(\kappa)^2=(1+\kappa^2)\mathbf 1\) and \(M(\kappa)\) is traceless, its eigenvalues are \(\pm\sqrt{1+\kappa^2}\). Choose the angle \(\varphi\) between \(0\) and \(\pi\) with \(\cot\varphi=\kappa\). Normalised eigenvectors are then

\[
v_+=\begin{pmatrix}\cos(\varphi/2)\\ \sin(\varphi/2)\end{pmatrix},\qquad
v_-=\begin{pmatrix}-\sin(\varphi/2)\\ \cos(\varphi/2)\end{pmatrix}.
\]

They depend on \(\kappa\) alone and so serve every bond of the chain. The eigenvalues of the \(i\)-th transfer matrix are

\[
\lambda_{i,\pm}=e^{K_i}\cosh h_i\pm e^{-K_i}\sqrt{1+\kappa^2},
\]

and for a ring of \(N\ge1\) bonds the partition function is

\[
Z=\prod_{i=1}^N\lambda_{i,+}+\prod_{i=1}^N\lambda_{i,-}.
\]

A program can thus replace the matrix product by two running products of numbers. For this finite, one-dimensional classical chain, the formula also provides an exact reference value of \(Z\) for testing a program that computes or estimates partition functions at unequal couplings, provided that the bond fields have been tuned to a common \(\kappa\).

When floating-point code has to decide whether the matrices of two bonds commute, a fixed absolute tolerance can mislead, whether it is applied to the commutator or to \(\kappa-\kappa'\). The prefactor \(2e^{-K}e^{-L}\) becomes very small for strong ferromagnetic couplings, so the entries of the commutator can be small even when \(\kappa\) and \(\kappa'\) are clearly different. For strong antiferromagnetic couplings the prefactor is very large, and the commutator can be appreciable even when \(\kappa\) and \(\kappa'\) are both close to zero.
